# The velocity of a Heisenberg-picture matrix is the evolved commutator i[H, X]

In the Heisenberg picture, with ħ = 1, a fixed matrix X evolves as X(t) = exp(itH) X exp(−itH). The theorem `heisenberg_equation` states that at every real time t the derivative of X(t) is exp(itH) i[H, X] exp(−itH), the current i[H, X] evolved to the same time. Here H and X are arbitrary complex square matrices of the same finite size; H does not depend on time, and neither matrix need be Hermitian. The proof differentiates the product of exponentials in a complex variable, restricts that variable to real times by the chain rule, and then matches the result to the evolved current by algebra.

As first written in Lean, the proof fails:

```lean
import Mathlib

open Matrix Complex
open scoped ComplexOrder MatrixOrder Matrix.Norms.L2Operator

namespace HeisenbergEquation

noncomputable section

variable {n : Type*} [Fintype n] [DecidableEq n]

/-- The evolution operator `exp(i t H)`. -/
def evolution (H : Matrix n n ℂ) (t : ℝ) : Matrix n n ℂ :=
  NormedSpace.exp ((t : ℂ) • (I • H))

/-- The Heisenberg-picture observable `A(t) = exp(i t H) A exp(-i t H)`. -/
def heisenberg (H A : Matrix n n ℂ) (t : ℝ) : Matrix n n ℂ :=
  evolution H t * A * evolution H (-t)

/-- The current `J = i[H, X]` that belongs to the coordinate `X`. -/
def current (H X : Matrix n n ℂ) : Matrix n n ℂ := I • (H * X - X * H)

/-- Heisenberg equation of motion: the velocity of `X(t)` is the current `J(t)`. -/
theorem heisenberg_equation (H X : Matrix n n ℂ) (t : ℝ) :
    HasDerivAt (heisenberg H X) (heisenberg H (current H X) t) t := by
  have hneg : ∀ u : ℝ, evolution H (-u) = NormedSpace.exp ((u : ℂ) • (-(I • H))) := by
    intro u
    simp only [evolution, ofReal_neg, neg_smul, smul_neg]
  have h1 := hasDerivAt_exp_smul_const (I • H) (t : ℂ)
  have h2 := hasDerivAt_exp_smul_const' (-(I • H)) (t : ℂ)
  have hc : HasDerivAt (fun u : ℝ => (u : ℂ)) 1 t := by
    simpa using (hasDerivAt_id t).ofReal_comp
  have h := HasDerivAt.scomp (h := fun u : ℝ => (u : ℂ)) t ((h1.mul_const X).fun_mul h2) hc
  have hf : heisenberg H X = (fun z : ℂ => NormedSpace.exp (z • (I • H)) * X *
      NormedSpace.exp (z • (-(I • H)))) ∘ (fun u : ℝ => (u : ℂ)) := by
    funext u
    simp only [heisenberg, hneg, Function.comp_apply]
    rfl
  rw [hf]
  refine h.congr_deriv ?_
  simp only [heisenberg, hneg, current, evolution, one_smul, smul_mul_assoc, mul_smul_comm,
    mul_sub, sub_mul, smul_sub, mul_neg, neg_mul, mul_assoc]
  abel

end

end HeisenbergEquation
```

The error:

```
Try this:
  [apply] abel_nf
Main.lean:25:68: error: unsolved goals
n : Type u_1
inst✝¹ : Fintype n
inst✝ : DecidableEq n
H X : Matrix n n ℂ
t : ℝ
hneg : ∀ (u : ℝ), evolution H (-u) = NormedSpace.exp (↑u • -(I • H))
h1 : HasDerivAt (fun u => NormedSpace.exp (u • I • H)) (NormedSpace.exp (↑t • I • H) * I • H) ↑t
h2 : HasDerivAt (fun u => NormedSpace.exp (u • -(I • H))) (-(I • H) * NormedSpace.exp (↑t • -(I • H))) ↑t
hc : HasDerivAt (fun u => ↑u) 1 t
h :
  HasDerivAt ((fun i => NormedSpace.exp (i • I • H) * X * NormedSpace.exp (i • -(I • H))) ∘ fun u => ↑u)
    (1 •
      (NormedSpace.exp (↑t • I • H) * I • H * X * NormedSpace.exp (↑t • -(I • H)) +
        NormedSpace.exp (↑t • I • H) * X * (-(I • H) * NormedSpace.exp (↑t • -(I • H)))))
    t
hf : heisenberg H X = (fun z => NormedSpace.exp (z • I • H) * X * NormedSpace.exp (z • -(I • H))) ∘ fun u => ↑u
⊢ I • (NormedSpace.exp (↑t • I • H) * (H * (X * NormedSpace.exp (↑t • -1 • I • H)))) +
      -1 • I • (NormedSpace.exp (↑t • I • H) * (X * (H * NormedSpace.exp (↑t • -1 • I • H)))) =
    I • (NormedSpace.exp (↑t • I • H) * (H * (X * NormedSpace.exp (↑(-1 • t) • I • H)))) +
      -1 • I • (NormedSpace.exp (↑t • I • H) * (X * (H * NormedSpace.exp (↑(-1 • t) • I • H))))
Main.lean:41:25: warning: This simp argument is unused:
  hneg

Hint: Omit it from the simp argument list.
  [apply] simp only [heisenberg, current, evolution, one_smul, smul_mul_assoc, mul_smul_comm, mul_sub, sub_mul,
    smul_sub, mul_neg, neg_mul, mul_assoc]

Note: This linter can be disabled with `set_option linter.unusedSimpArgs false`
```

The change, after which it compiles:

```diff
@@ -39,5 +39,6 @@
   rw [hf]
   refine h.congr_deriv ?_
-  simp only [heisenberg, hneg, current, evolution, one_smul, smul_mul_assoc, mul_smul_comm,
+  simp only [heisenberg, hneg, current]
+  simp only [evolution, one_smul, smul_mul_assoc, mul_smul_comm,
     mul_sub, sub_mul, smul_sub, mul_neg, neg_mul, mul_assoc]
   abel
```

What went wrong. The error is an algebraic identity that `abel` could not close. On the left the backward evolution is the exponential of `↑t • -1 • I • H`, on the right that of `↑(-1 • t) • I • H`. These are equal, but the minus sign sits outside the cast from real to complex numbers in one and inside it in the other, and `abel` does not move it across. The suggestion to try `abel_nf` doesn't help, since the goal shown is already in that normal form.

The warning gives the reason: `hneg`, which rewrites `evolution H (-t)` into the left-hand form, was never used. The same `simp only` call was also given `evolution`, and unfolding that definition left no `evolution H (-t)` for `hneg` to match.

The repair splits the call in two. The first `simp only` has `hneg` but not `evolution`, so the backward factor is rewritten while still folded. The second unfolds the remaining `evolution H t` and expands the products. Both sides now contain the same exponentials, and `abel` closes the goal.
